# The Hartley–Ross bound on the bias of a ratio with positive denominator

Let a denominator $X$ take the values 1 and 3 with probability $1/2$ each, and let the numerator be $Y=1$. The mean of the ratio is $\tfrac12(1+\tfrac13)=\tfrac23$, but the ratio of the means is $\tfrac12$. The difference of $\tfrac16$ arises because $Y/X$ is large where $X$ is small: their covariance is $-\tfrac13$, and minus this covariance divided by $E[X]=2$ is $\tfrac16$. The standard deviations of $Y/X$ and $X$ are $\tfrac13$ and 1, so a covariance of this size is the largest that they allow.

For every real $Y$ and every positive $X$ on a finite probability space, the difference is likewise minus the covariance of $Y/X$ and $X$, divided by $E[X]$. The difference $E[Y/X]-E[Y]/E[X]$ is the bias of $Y/X$ as an estimate of the ratio of the means.

In Lean 4 with Mathlib:

```lean
import Mathlib

open Finset

namespace RatioEstimator

noncomputable section
```

## Averages over finitely many outcomes

Each outcome $\omega$ in a finite set $\Omega$ has a probability $w_\omega\ge 0$, with $\sum_\omega w_\omega=1$. Some probabilities may be zero.

```lean
/-- A probability distribution on a finite set of outcomes. -/
structure FiniteProb (Ω : Type*) [Fintype Ω] where
  /-- The probability of each outcome. -/
  w : Ω → ℝ
  nonneg : ∀ ω, 0 ≤ w ω
  sum_one : ∑ ω, w ω = 1
```

A random variable is a function $X:\Omega\to\mathbb R$, with mean $E[X]=\sum_\omega w_\omega X_\omega$.

```lean
variable {Ω : Type*} [Fintype Ω]

/-- The expectation value of a random variable. -/
def FiniteProb.mean (P : FiniteProb Ω) (X : Ω → ℝ) : ℝ := ∑ ω, P.w ω * X ω
```

With $\delta X=X-E[X]$, the covariance is $\mathrm{Cov}(X,Y)=\sum_\omega w_\omega\,\delta X_\omega\,\delta Y_\omega$.

```lean
/-- The covariance of two random variables; the variance is `P.cov X X`. -/
def FiniteProb.cov (P : FiniteProb Ω) (X Y : Ω → ℝ) : ℝ :=
  ∑ ω, P.w ω * ((X ω - P.mean X) * (Y ω - P.mean Y))
```

The standard deviation is $\sigma(X)=\sqrt{\mathrm{Cov}(X,X)}$. These are exact moments of the distribution, not estimates from data.

```lean
/-- The standard deviation of a random variable. -/
def FiniteProb.sd (P : FiniteProb Ω) (X : Ω → ℝ) : ℝ := √(P.cov X X)
```

For draws $X_0,\dots,X_n$, the sample average is $\bar X=\frac1{n+1}\sum_{i=0}^n X_i$. Indexing by `Fin (n + 1)` guarantees at least one draw.

```lean
/-- The average of `n + 1` random variables. -/
def sampleMean {n : ℕ} (X : Fin (n + 1) → Ω → ℝ) (ω : Ω) : ℝ :=
  (∑ i, X i ω) / ((n : ℝ) + 1)
```

## The bias is a covariance

If $X>0$ everywhere, every term of $E[X]$ is non-negative. Were the sum zero, each $w_\omega X_\omega$ would vanish, hence each $w_\omega$, contradicting $\sum_\omega w_\omega=1$. So $E[X]>0$.

```lean
/-- A positive random variable has a positive mean. -/
theorem mean_pos (P : FiniteProb Ω) {X : Ω → ℝ} (hX : ∀ ω, 0 < X ω) : 0 < P.mean X := by
  have h0 : ∀ ω ∈ (univ : Finset Ω), 0 ≤ P.w ω * X ω :=
    fun ω _ => mul_nonneg (P.nonneg ω) (hX ω).le
  refine lt_of_le_of_ne (sum_nonneg h0) fun h => ?_
  -- a vanishing mean would force every weight to vanish
  have hz := (sum_eq_zero_iff_of_nonneg h0).1 h.symm
  have hw : ∑ ω, P.w ω = 0 := sum_eq_zero fun ω hω =>
    (mul_eq_zero.1 (hz ω hω)).resolve_right (hX ω).ne'
  rw [P.sum_one] at hw
  exact one_ne_zero hw
```

A variance is a sum of the non-negative terms $w_\omega(\delta X_\omega)^2$.

```lean
/-- A variance is non-negative. -/
theorem var_nonneg (P : FiniteProb Ω) (X : Ω → ℝ) : 0 ≤ P.cov X X :=
  sum_nonneg fun ω _ => mul_nonneg (P.nonneg ω) (mul_self_nonneg _)
```

Put $Z=Y/X$, so that $ZX=Y$. Expanding the product of fluctuations gives

$$\mathrm{Cov}(Z,X)=E[ZX]-E[X]E[Z]-E[Z]E[X]+E[Z]E[X]=E[Y]-E[Z]E[X].$$

Division by $-E[X]$ yields

$$E[Y/X]-\frac{E[Y]}{E[X]}=-\frac{\mathrm{Cov}(Y/X,X)}{E[X]}.$$

```lean
/-- The mean of the ratio differs from the ratio of the means by minus the covariance of
the ratio with the denominator, divided by the mean denominator. -/
theorem ratio_bias_eq (P : FiniteProb Ω) {X : Ω → ℝ} (Y : Ω → ℝ) (hX : ∀ ω, 0 < X ω) :
    P.mean (fun ω => Y ω / X ω) - P.mean Y / P.mean X
      = -P.cov (fun ω => Y ω / X ω) X / P.mean X := by
  have hm := mean_pos P hX
  obtain ⟨Z, hZ⟩ : ∃ Z : Ω → ℝ, Z = fun ω => Y ω / X ω := ⟨_, rfl⟩
  have hY : ∀ ω, Z ω * X ω = Y ω := fun ω => by
    rw [hZ]; exact div_mul_cancel₀ _ (hX ω).ne'
  rw [← hZ]
  -- expand the covariance, using that ratio times denominator is the numerator
  have h : ∀ a b : ℝ, ∑ ω, P.w ω * ((Z ω - a) * (X ω - b))
      = ∑ ω, P.w ω * Y ω - b * ∑ ω, P.w ω * Z ω - a * ∑ ω, P.w ω * X ω
        + a * b * ∑ ω, P.w ω := by
    intro a b
    simp only [mul_sum, ← sum_sub_distrib, ← sum_add_distrib]
    exact sum_congr rfl fun ω _ => by linear_combination P.w ω * hY ω
  have h' := h (P.mean Z) (P.mean X)
  rw [P.sum_one] at h'
  change P.cov Z X = P.mean Y - P.mean X * P.mean Z - P.mean Z * P.mean X
    + P.mean Z * P.mean X * 1 at h'
  rw [eq_div_iff hm.ne', sub_mul, div_mul_cancel₀ _ hm.ne']
  linear_combination h'
```

The hypothesis `hX` says that the denominator is positive on every outcome, including those of zero probability; `Y` is unrestricted. In the proof, `hY` is $ZX=Y$, and `h` is the expansion with arbitrary numbers `a` and `b` in place of the two means, which are inserted afterwards. The tactic `linear_combination` checks that an equation follows from the named ones by algebra.

## From covariance to bound

The Cauchy–Schwarz inequality for the vectors $\sqrt{w_\omega}\,\delta X_\omega$ and $\sqrt{w_\omega}\,\delta Y_\omega$ reads

$$\mathrm{Cov}(X,Y)^2\le\mathrm{Cov}(X,X)\,\mathrm{Cov}(Y,Y),$$

and the square root gives $|\mathrm{Cov}(X,Y)|\le\sigma(X)\sigma(Y)$.

```lean
/-- A covariance is at most the product of the standard deviations in absolute value. -/
theorem abs_cov_le (P : FiniteProb Ω) (X Y : Ω → ℝ) : |P.cov X Y| ≤ P.sd X * P.sd Y := by
  unfold FiniteProb.sd
  rw [← Real.sqrt_mul (var_nonneg P X)]
  apply Real.abs_le_sqrt
  exact sum_sq_le_sum_mul_sum_of_sq_le_mul univ
    (fun ω _ => mul_nonneg (P.nonneg ω) (mul_self_nonneg _))
    (fun ω _ => mul_nonneg (P.nonneg ω) (mul_self_nonneg _))
    (fun ω _ => le_of_eq (by ring))
```

Mathlib's form of the inequality needs the terms $w\,\delta X^2$ and $w\,\delta Y^2$ to be non-negative, and the termwise inequality $(w\,\delta X\,\delta Y)^2\le(w\,\delta X^2)(w\,\delta Y^2)$. Here it holds as an equality, which `ring` checks.

Taking absolute values in the bias identity and applying this inequality to $Y/X$ and $X$ gives

$$\left|E[Y/X]-\frac{E[Y]}{E[X]}\right|\le\sigma(Y/X)\,\frac{\sigma(X)}{E[X]}.$$

```lean
/-- **Hartley-Ross bound**: the bias of a ratio is at most the standard deviation of the
ratio times the relative standard deviation of its denominator. -/
theorem hartley_ross (P : FiniteProb Ω) {X : Ω → ℝ} (Y : Ω → ℝ) (hX : ∀ ω, 0 < X ω) :
    |P.mean (fun ω => Y ω / X ω) - P.mean Y / P.mean X|
      ≤ P.sd (fun ω => Y ω / X ω) * (P.sd X / P.mean X) := by
  have hm := mean_pos P hX
  rw [ratio_bias_eq P Y hX, abs_div, abs_neg, abs_of_pos hm, ← mul_div_assoc]
  exact div_le_div_of_nonneg_right (abs_cov_le P _ _) hm.le
```

A neighbouring result follows by choosing $Y=ZX$ for an observable $Z$. If $X$ is a positive statistical weight, the reweighted mean $E[ZX]/E[X]$ differs from the plain mean $E[Z]$ by at most $\sigma(Z)\,\sigma(X)/E[X]$.

## Numerators that attain the bound

Write $V=\mathrm{Cov}(X,X)>0$, $C=\mathrm{Cov}(Z,X)$ and $D=\mathrm{Cov}(Z,Z)$, now for any $Z$. The squared residual of the linear regression of $Z$ on $X$, scaled by $V^2$, is

$$\sum_\omega w_\omega(V\,\delta Z_\omega-C\,\delta X_\omega)^2=V^2D-2VC^2+C^2V=V(VD-C^2).$$

If $C^2=DV$, this vanishes, so $\delta Z=(C/V)\,\delta X$ wherever $w_\omega>0$. There $Z=a+bX$, with $b=C/V$ and $a=E[Z]-bE[X]$.

Conversely, if $Z=a+bX$ wherever $w_\omega>0$, then $E[Z]=a+bE[X]$ and $w\,\delta Z=b\,w\,\delta X$ on all outcomes. Hence $C=bV$ and $D=bC$, and so $C^2=bVC=DV$.

```lean
/-- For `X` of positive variance, the squared covariance of `Z` and `X` equals the product
of their variances exactly when `Z` is an affine function of `X` on the outcomes of
positive probability. -/
theorem cov_sq_eq_iff (P : FiniteProb Ω) {X : Ω → ℝ} (Z : Ω → ℝ) (hV : 0 < P.cov X X) :
    P.cov Z X ^ 2 = P.cov Z Z * P.cov X X
      ↔ ∃ a b : ℝ, ∀ ω, 0 < P.w ω → Z ω = a + b * X ω := by
  constructor
  · intro h
    -- expand the mean square of a linear combination of the fluctuations of Z and X
    have key : ∀ s t : ℝ,
        ∑ ω, P.w ω * (s * (Z ω - P.mean Z) - t * (X ω - P.mean X)) ^ 2
          = s ^ 2 * P.cov Z Z - 2 * s * t * P.cov Z X + t ^ 2 * P.cov X X := by
      intro s t
      simp only [FiniteProb.cov, mul_sum, ← sum_sub_distrib, ← sum_add_distrib]
      exact sum_congr rfl fun ω _ => by ring
    have h0 := key (P.cov X X) (P.cov Z X)
    rw [show P.cov X X ^ 2 * P.cov Z Z - 2 * P.cov X X * P.cov Z X * P.cov Z X
      + P.cov Z X ^ 2 * P.cov X X = 0 by linear_combination (-P.cov X X) * h] at h0
    have hz := (sum_eq_zero_iff_of_nonneg
      (fun ω _ => mul_nonneg (P.nonneg ω) (sq_nonneg _))).1 h0
    refine ⟨P.mean Z - P.cov Z X / P.cov X X * P.mean X, P.cov Z X / P.cov X X,
      fun ω hω => ?_⟩
    have h1 := pow_eq_zero_iff two_ne_zero |>.1
      ((mul_eq_zero.1 (hz ω (mem_univ ω))).resolve_left hω.ne')
    have h2 : P.cov Z X / P.cov X X * P.cov X X = P.cov Z X := div_mul_cancel₀ _ hV.ne'
    apply mul_left_cancel₀ hV.ne'
    linear_combination h1 - (X ω - P.mean X) * h2
  · rintro ⟨a, b, h⟩
    have hm : P.mean Z = a + b * P.mean X := by
      have h1 : P.mean Z = ∑ ω, (a * P.w ω + b * (P.w ω * X ω)) := by
        refine sum_congr rfl fun ω _ => ?_
        rcases eq_or_lt_of_le (P.nonneg ω) with h0 | h0
        · simp [← h0]
        · linear_combination P.w ω * h ω h0
      rw [h1, sum_add_distrib, ← mul_sum, ← mul_sum, P.sum_one, mul_one]
      rfl
    have hk : ∀ ω, P.w ω * (Z ω - P.mean Z) = b * (P.w ω * (X ω - P.mean X)) := by
      intro ω
      rcases eq_or_lt_of_le (P.nonneg ω) with h0 | h0
      · simp [← h0]
      · linear_combination P.w ω * h ω h0 - P.w ω * hm
    have h1 : P.cov Z X = b * P.cov X X := by
      simp only [FiniteProb.cov, mul_sum]
      exact sum_congr rfl fun ω _ => by linear_combination (X ω - P.mean X) * hk ω
    have h2 : P.cov Z Z = b * P.cov Z X := by
      simp only [FiniteProb.cov, mul_sum]
      exact sum_congr rfl fun ω _ => by linear_combination (Z ω - P.mean Z) * hk ω
    linear_combination P.cov Z X * h1 - P.cov X X * h2
```

The first half of the proof uses `key`, the expanded residual with free coefficients `s` and `t`, at $s=V$ and $t=C$. In the second half, `hm` and `hk` are the relations for the mean and the fluctuations, with outcomes of zero weight treated separately.

For $Z=Y/X$, the bound is attained exactly when $|C|=\sqrt{DV}$, that is, when $C^2=DV$. Multiplying $Y/X=a+bX$ by $X$ turns the condition into $Y=aX+bX^2$.

```lean
/-- For a denominator of positive variance, the Hartley-Ross bound is attained exactly when
`Y = a X + b X ^ 2` on the outcomes of positive probability. -/
theorem hartley_ross_eq_iff (P : FiniteProb Ω) {X : Ω → ℝ} (Y : Ω → ℝ)
    (hX : ∀ ω, 0 < X ω) (hV : 0 < P.cov X X) :
    |P.mean (fun ω => Y ω / X ω) - P.mean Y / P.mean X|
        = P.sd (fun ω => Y ω / X ω) * (P.sd X / P.mean X)
      ↔ ∃ a b : ℝ, ∀ ω, 0 < P.w ω → Y ω = a * X ω + b * X ω ^ 2 := by
  have hm := mean_pos P hX
  rw [ratio_bias_eq P Y hX, abs_div, abs_neg, abs_of_pos hm, ← mul_div_assoc,
    div_left_inj' hm.ne']
  unfold FiniteProb.sd
  rw [← Real.sqrt_mul (var_nonneg P _), ← Real.sqrt_sq_eq_abs,
    Real.sqrt_inj (sq_nonneg _) (mul_nonneg (var_nonneg P _) hV.le), cov_sq_eq_iff P _ hV]
  refine exists_congr fun a => exists_congr fun b => forall_congr' fun ω =>
    imp_congr_right fun _ => ?_
  rw [div_eq_iff (hX ω).ne', show (a + b * X ω) * X ω = a * X ω + b * X ω ^ 2 by ring]
```

The opening example has $a=\tfrac43$ and $b=-\tfrac13$. The hypothesis `hV` excludes a denominator without fluctuations, for which both sides are zero whatever the numerator.

## Averaging the denominator over draws

Let the draws have common mean $\mu$, common variance $\sigma^2$ and zero pairwise covariances. Linearity gives $E[\bar X]=\mu$, so $\delta\bar X=\frac1{n+1}\sum_i(X_i-\mu)$ and

$$\mathrm{Cov}(\bar X,\bar X)=\frac1{(n+1)^2}\sum_{i,j}\mathrm{Cov}(X_i,X_j)=\frac{(n+1)\sigma^2}{(n+1)^2}=\frac{\sigma^2}{n+1}.$$

```lean
/-- The average of `n + 1` uncorrelated draws with common mean `μ` and variance `σ ^ 2` has
mean `μ` and variance `σ ^ 2 / (n + 1)`. -/
theorem sampleMean_moments (P : FiniteProb Ω) {n : ℕ} (X : Fin (n + 1) → Ω → ℝ) {μ σ : ℝ}
    (hμ : ∀ i, P.mean (X i) = μ)
    (hc : ∀ i j, P.cov (X i) (X j) = if i = j then σ ^ 2 else 0) :
    P.mean (sampleMean X) = μ ∧
      P.cov (sampleMean X) (sampleMean X) = σ ^ 2 / ((n : ℝ) + 1) := by
  have hn : (n : ℝ) + 1 ≠ 0 := by positivity
  have hA : P.mean (sampleMean X) = μ := by
    have h1 : P.mean (sampleMean X) = (∑ i, P.mean (X i)) / ((n : ℝ) + 1) := by
      simp only [FiniteProb.mean, sampleMean]
      rw [sum_comm, sum_div]
      exact sum_congr rfl fun ω _ => by rw [← mul_sum, mul_div_assoc]
    rw [h1, eq_comm, eq_div_iff hn]
    simp [hμ, mul_comm]
  refine ⟨hA, ?_⟩
  have hd : ∀ ω, sampleMean X ω - μ = (∑ i, (X i ω - μ)) / ((n : ℝ) + 1) := by
    intro ω
    have h1 : ∑ i, (X i ω - μ) = ∑ i, X i ω - ((n : ℝ) + 1) * μ := by
      simp [sum_sub_distrib]
    rw [h1, sub_div, mul_div_cancel_left₀ _ hn, sampleMean]
  have hc' : ∀ i j, ∑ ω, P.w ω * ((X i ω - μ) * (X j ω - μ))
      = if i = j then σ ^ 2 else 0 := by
    intro i j
    rw [← hc i j]
    simp only [FiniteProb.cov, hμ]
  -- the square of the summed fluctuations is a double sum of covariances
  have hs : ∑ ω, P.w ω * ((∑ i, (X i ω - μ)) * ∑ j, (X j ω - μ))
      = ((n : ℝ) + 1) * σ ^ 2 := by
    calc _ = ∑ ω, ∑ i, ∑ j, P.w ω * ((X i ω - μ) * (X j ω - μ)) :=
          sum_congr rfl fun ω _ => by
            rw [sum_mul_sum, mul_sum]
            exact sum_congr rfl fun i _ => by rw [mul_sum]
      _ = ∑ i, ∑ j, ∑ ω, P.w ω * ((X i ω - μ) * (X j ω - μ)) := by
          rw [sum_comm]
          exact sum_congr rfl fun i _ => sum_comm
      _ = _ := by simp [hc']
  have hv : P.cov (sampleMean X) (sampleMean X)
      = (∑ ω, P.w ω * ((∑ i, (X i ω - μ)) * ∑ j, (X j ω - μ))) / ((n : ℝ) + 1) ^ 2 := by
    have e : ∀ w S N : ℝ, w * (S / N * (S / N)) = w * (S * S) / N ^ 2 := by
      intro w S N
      ring
    simp only [FiniteProb.cov, hA, hd]
    rw [sum_div]
    exact sum_congr rfl fun ω _ => e _ _ _
  rw [hv, hs, div_eq_div_iff (pow_ne_zero 2 hn) hn]
  ring
```

The hypothesis `hc` holds both conditions on the covariances: $\sigma^2$ for $i=j$ and zero otherwise. Physically, it stands for samples taken far enough apart that their correlation has vanished. Full independence is not required. In the proof, `hs` exchanges the sums over outcomes and draws, and only the diagonal terms remain.

If all draws are positive, so is $\bar X$. With $\sigma\ge0$ its standard deviation is $\sigma/\sqrt{n+1}$, and the general bound becomes

$$\left|E[Y/\bar X]-\frac{E[Y]}{\mu}\right|\le\sigma(Y/\bar X)\,\frac{\sigma/\mu}{\sqrt{n+1}}.$$

```lean
/-- With the average of `n + 1` positive uncorrelated draws of common mean `μ` and common standard
deviation `σ` as denominator, the bias of a ratio is at most its standard deviation times `(σ / μ) /
√(n + 1)`. -/
theorem sampled_ratio_bias (P : FiniteProb Ω) {n : ℕ} (X : Fin (n + 1) → Ω → ℝ)
    (Y : Ω → ℝ) {μ σ : ℝ} (hX : ∀ i ω, 0 < X i ω) (hσ : 0 ≤ σ)
    (hμ : ∀ i, P.mean (X i) = μ)
    (hc : ∀ i j, P.cov (X i) (X j) = if i = j then σ ^ 2 else 0) :
    |P.mean (fun ω => Y ω / sampleMean X ω) - P.mean Y / μ|
      ≤ P.sd (fun ω => Y ω / sampleMean X ω) * (σ / μ / √((n : ℝ) + 1)) := by
  obtain ⟨hA, hv⟩ := sampleMean_moments P X hμ hc
  have hpos : ∀ ω, 0 < sampleMean X ω := fun ω =>
    div_pos (sum_pos (fun i _ => hX i ω) univ_nonempty) (by positivity)
  have hsd : P.sd (sampleMean X) = σ / √((n : ℝ) + 1) := by
    rw [FiniteProb.sd, hv, Real.sqrt_div (sq_nonneg _), Real.sqrt_sq hσ]
  have h := hartley_ross P Y hpos
  rw [hA, hsd, div_right_comm σ] at h
  exact h
```

In a reweighted simulation, $\bar X$ is the average weight and $Y$ the average of weight times observable. For uncorrelated positive weights in this finite model, the bias is then at most the statistical spread of the estimate times a factor that falls as $1/\sqrt{n+1}$. The theorem makes no statement about how $\sigma(Y/\bar X)$ itself depends on $n$, since the numerator is arbitrary.

## Two uncorrelated draws, and two identical ones

Two independent draws from the opening distribution have four joint outcomes, each of probability $\tfrac14$.

```lean
/-- Four equally likely outcomes. -/
def fourOutcomes : FiniteProb (Fin 4) where
  w := fun _ => 1 / 4
  nonneg := fun _ => by norm_num
  sum_one := by norm_num [Fin.sum_univ_four]
```

On these outcomes the draws take the values $(1,1,3,3)$ and $(1,3,1,3)$.

```lean
/-- Two draws, each taking the values 1 and 3, on four outcomes. -/
def twoDraws : Fin 2 → Fin 4 → ℝ := ![![1, 1, 3, 3], ![1, 3, 1, 3]]
```

Both means are 2. The fluctuations are $(-1,-1,1,1)$ and $(-1,1,-1,1)$, so both variances are 1 and the covariance is $\tfrac14(1-1-1+1)=0$.

```lean
/-- The two draws are positive and uncorrelated, with common mean 2 and standard
deviation 1. -/
theorem sampled_ratio_bias_witness :
    (∀ i ω, 0 < twoDraws i ω) ∧ (∀ i, fourOutcomes.mean (twoDraws i) = 2) ∧
      ∀ i j, fourOutcomes.cov (twoDraws i) (twoDraws j)
        = if i = j then (1 : ℝ) ^ 2 else 0 := by
  have a0 : twoDraws 0 0 = 1 := rfl
  have a1 : twoDraws 0 1 = 1 := rfl
  have a2 : twoDraws 0 2 = 3 := rfl
  have a3 : twoDraws 0 3 = 3 := rfl
  have b0 : twoDraws 1 0 = 1 := rfl
  have b1 : twoDraws 1 1 = 3 := rfl
  have b2 : twoDraws 1 2 = 1 := rfl
  have b3 : twoDraws 1 3 = 3 := rfl
  refine ⟨fun i ω => ?_, ?_, ?_⟩
  · fin_cases i <;> fin_cases ω <;> norm_num [twoDraws]
  · norm_num [Fin.forall_fin_two, FiniteProb.mean, fourOutcomes, Fin.sum_univ_four,
      a0, a1, a2, a3, b0, b1, b2, b3]
  · norm_num [Fin.forall_fin_two, FiniteProb.cov, FiniteProb.mean, fourOutcomes,
      Fin.sum_univ_four, a0, a1, a2, a3, b0, b1, b2, b3]

end

end RatioEstimator
```

The hypotheses on the draws are therefore satisfied with $n=1$, $\mu=2$ and $\sigma=1$; the proof evaluates the finite sums entry by entry. For $Y=1$ the average takes the values $1,2,2,3$, and the bias is $\tfrac7{12}-\tfrac12=\tfrac1{12}$, half that of a single draw. The bound is $\tfrac14\cdot\tfrac1{2\sqrt2}\approx0.088$.

If the second draw merely repeats the first, the covariance is 1 instead of 0 and the sampled bound fails. The average is then as broad as a single draw, and the bias for $Y=1$ is still $\tfrac16\approx0.167$, whereas the formula with $\sqrt2$ would allow only $\tfrac13\cdot\tfrac1{2\sqrt2}\approx0.118$. For correlated samples, such as successive steps of a trajectory, the general bound remains valid with the actual standard deviation of $\bar X$.

```lean
#print axioms RatioEstimator.hartley_ross
#print axioms RatioEstimator.hartley_ross_eq_iff
#print axioms RatioEstimator.sampled_ratio_bias
```

```
'RatioEstimator.hartley_ross' depends on axioms: [propext, Classical.choice, Quot.sound]
'RatioEstimator.hartley_ross_eq_iff' depends on axioms: [propext, Classical.choice, Quot.sound]
'RatioEstimator.sampled_ratio_bias' depends on axioms: [propext, Classical.choice, Quot.sound]
```
